# With a = 1 and constant b > 0, the elliptic preconditioner multiplies a residual wave by the Kerker factor

Consider a self-consistent field calculation for a metal slab with vacuum on both sides, in a periodic cell. Each iteration leaves a potential residual $r$, the potential computed from the output density minus the input potential. In the metal, a long-wavelength error in the input potential displaces so much charge that the output potential overshoots. Kerker preconditioning counters this by multiplying the component of $r$ with wave number $q$ by $q^2/(q^2+k^2)$, where $1/k$ is a screening length. That length is the same everywhere in the cell, although the vacuum doesn't screen.

The elliptic preconditioner lets the screening depend on position. Along one direction $x$, it replaces $r$ by a periodic solution $V$ of

$$-(a V')' + 4\pi b V = -r'',$$

where $a(x)$ acts as a dielectric coefficient and $b(x)$ as a local density of states at the Fermi level, in atomic units. Two questions arise. Does this equation determine $V$ when $b$ vanishes in the vacuum? Does it give back the Kerker factor in a uniform metal?

```lean
import Mathlib

open Real

namespace EllipticPreconditioner

noncomputable section
```

## The equation and its periodic solutions

The left-hand side of the equation is an operator acting on $V$. In Lean, the coefficients and $V$ are real functions on the whole line, and `deriv` is the ordinary derivative.

```lean
/-- The elliptic operator `-(a V')' + 4π b V` with position-dependent coefficients. -/
def ellipticOp (a b V : ℝ → ℝ) (x : ℝ) : ℝ :=
  -deriv (fun y => a y * deriv V y) x + 4 * π * b x * V x
```

A preconditioned residual must be twice continuously differentiable, have the period $L$ of the cell, and solve the equation at every $x$. `IsPreconditioned a b r L V` states these three conditions. It is a property that a given $V$ may or may not have, so the definition doesn't presuppose that a solution exists. Since `deriv` returns zero where a function has no derivative, the right-hand side has its physical meaning only for a twice differentiable $r$, such as the waves used below.

```lean
/-- `V` is a preconditioned form of the residual `r`: a twice continuously differentiable
function of period `L` that solves `-(a V')' + 4π b V = -r''`. -/
structure IsPreconditioned (a b r : ℝ → ℝ) (L : ℝ) (V : ℝ → ℝ) : Prop where
  smooth : ContDiff ℝ 2 V
  periodic : Function.Periodic V L
  equation : ∀ x, ellipticOp a b V x = -deriv (deriv r) x
```

The test residual is a single wave, $r(x) = A\cos(qx+\varphi)$, with amplitude $A$, wave number $q$ and phase $\varphi$.

```lean
/-- A residual wave with amplitude `A`, wave number `q` and phase `φ`. -/
def wave (A q φ : ℝ) (x : ℝ) : ℝ := A * Real.cos (q * x + φ)
```

## At most one solution, even with vacuum in the cell

The argument differentiates $V'$ once more, which is allowed because a $C^2$ function has a $C^1$ derivative.

```lean
/-- The derivative of a twice continuously differentiable function is differentiable. -/
lemma differentiable_deriv {V : ℝ → ℝ} (hV : ContDiff ℝ 2 V) :
    Differentiable ℝ (deriv V) := by
  have h : ContDiff ℝ (1 + 1) V := by
    rw [one_add_one_eq_two]
    exact hV
  exact (contDiff_succ_iff_deriv.1 h).2.2.differentiable (by norm_num)
```

Uniqueness rests on a fact about periodic functions. Let $F$ have period $L>0$ and $F'\ge 0$ everywhere, so that $F$ is nondecreasing. For any points $y$ and $z$, choose a whole number $n$ with $z \le y+nL$. Then

$$F(z)\le F(y+nL)=F(y).$$

Exchanging $y$ and $z$ gives the opposite inequality. Hence $F$ is constant and $F'=0$. In the proof, `key` is the displayed inequality, and the last step uses the fact that a function has only one derivative at a point.

```lean
/-- A periodic function whose derivative is nowhere negative has zero derivative everywhere. -/
theorem deriv_zero_of_periodic {F F' : ℝ → ℝ} {L : ℝ} (hL : 0 < L)
    (hF : ∀ x, HasDerivAt F (F' x) x) (h0 : ∀ x, 0 ≤ F' x)
    (hp : Function.Periodic F L) (x : ℝ) : F' x = 0 := by
  have mono : Monotone F := monotone_of_deriv_nonneg
    (fun y => (hF y).differentiableAt) (fun y => by rw [(hF y).deriv]; exact h0 y)
  -- any point can be overtaken by shifting another one by whole periods
  have key : ∀ y z, F z ≤ F y := by
    intro y z
    obtain ⟨n, hn⟩ := exists_nat_ge ((z - y) / L)
    have h1 : z - y ≤ n * L := (div_le_iff₀ hL).1 hn
    calc F z ≤ F (y + n * L) := mono (by linarith)
      _ = F y := hp.nat_mul n y
  have hc : HasDerivAt F 0 x := (hasDerivAt_const x (F 0)).congr_of_eventuallyEq
    (Filter.Eventually.of_forall fun y => le_antisymm (key 0 y) (key y 0))
  exact (hF x).unique hc
```

This is applied to a flux. Let $W$ solve the homogeneous equation, so that $(aW')' = 4\pi b W$. The product rule gives

$$(W\,aW')' = W'\,aW' + W\,(aW')' = a W'^2 + 4\pi b W^2 .$$

The lemma needs $a$ to be differentiable, which excludes a dielectric coefficient that jumps at the surface of the slab. The final `linear_combination` inserts the homogeneous equation multiplied by $-W$.

```lean
/-- For differentiable `a` and a twice continuously differentiable solution `W` of the homogeneous
equation, the flux `W a W'` has the derivative `a W'² + 4π b W²`. -/
theorem flux_hasDerivAt {a b W : ℝ → ℝ} (ha : Differentiable ℝ a) (hW : ContDiff ℝ 2 W)
    (h : ∀ x, ellipticOp a b W x = 0) (x : ℝ) :
    HasDerivAt (fun y => W y * (a y * deriv W y))
      (a x * deriv W x ^ 2 + 4 * π * b x * W x ^ 2) x := by
  have h1 : Differentiable ℝ W := hW.differentiable (by norm_num)
  have h2 := differentiable_deriv hW
  have h3 : HasDerivAt (fun y => a y * deriv W y)
      (deriv (fun y => a y * deriv W y) x) x := ((ha x).fun_mul (h2 x)).hasDerivAt
  have e := h x
  unfold ellipticOp at e
  refine ((h1 x).hasDerivAt.fun_mul h3).congr_deriv ?_
  linear_combination (-W x) * e
```

Now let $V$ and $U$ be two solutions for the same residual, and let $W=V-U$. The source cancels:

$$-(aW')' + 4\pi b W = -r'' + r'' = 0 .$$

Since $V$ and $U$ have period $L$, so do $W$ and $W'$. If $a$ is periodic too, the flux $W\,aW'$ is periodic. With $a>0$ and $b\ge 0$, both terms of its derivative are nonnegative, and their sum vanishes by the fact about periodic functions. Each term therefore vanishes separately:

$$aW'^2=0, \qquad 4\pi b W^2=0 .$$

The first equation gives $W'=0$, so $W$ is constant. At a point $x_0$ with $b(x_0)>0$, the second gives $W(x_0)=0$. The constant is zero, and $V=U$.

The condition on $b$ says that there are states at the Fermi level somewhere in the cell. For the slab, $x_0$ is any point in the metal, and $b$ may be zero throughout the vacuum. The theorem requires neither continuity nor periodicity of $b$. It shows that there is at most one solution; for position-dependent coefficients, existence is left open.

In the proof, `eW` is the homogeneous equation for $W$, `z` is the vanishing of the flux derivative, and `dW` and `w0` are the two consequences.

```lean
/-- Let `L > 0`, let `a > 0` be differentiable with period `L`, and let `b ≥ 0` be positive at some
point. Then a residual has at most one preconditioned form of period `L`. -/
theorem preconditioned_unique {a b r V U : ℝ → ℝ} {L x₀ : ℝ} (hL : 0 < L)
    (had : Differentiable ℝ a) (hap : Function.Periodic a L) (ha : ∀ x, 0 < a x)
    (hb : ∀ x, 0 ≤ b x) (hx₀ : 0 < b x₀)
    (hV : IsPreconditioned a b r L V) (hU : IsPreconditioned a b r L U) : V = U := by
  have dV : Differentiable ℝ V := hV.smooth.differentiable (by norm_num)
  have dU : Differentiable ℝ U := hU.smooth.differentiable (by norm_num)
  have ddV := differentiable_deriv hV.smooth
  have ddU := differentiable_deriv hU.smooth
  -- the difference of two solutions solves the homogeneous equation
  obtain ⟨W, hW⟩ : ∃ W : ℝ → ℝ, W = fun y => V y - U y := ⟨_, rfl⟩
  have sW : ContDiff ℝ 2 W := by
    rw [hW]
    exact hV.smooth.sub hU.smooth
  have pW : Function.Periodic W L := by
    intro x
    simp only [hW, hV.periodic x, hU.periodic x]
  have eW : ∀ x, ellipticOp a b W x = 0 := by
    intro x
    have e : (fun y => a y * deriv W y)
        = fun y => a y * deriv V y - a y * deriv U y := by
      funext y
      rw [hW, deriv_fun_sub (dV y) (dU y)]
      ring
    have e1 := hV.equation x
    have e2 := hU.equation x
    unfold ellipticOp at e1 e2 ⊢
    rw [e, deriv_fun_sub ((had x).fun_mul (ddV x)) ((had x).fun_mul (ddU x)), hW]
    linear_combination e1 - e2
  have pdW : ∀ x, deriv W (x + L) = deriv W x := by
    intro x
    have e : (fun y => W (y + L)) = W := funext pW
    rw [← deriv_comp_add_const, e]
  have n1 : ∀ x, 0 ≤ a x * deriv W x ^ 2 := fun x => mul_nonneg (ha x).le (sq_nonneg _)
  have n2 : ∀ x, 0 ≤ 4 * π * b x * W x ^ 2 := fun x =>
    mul_nonneg (mul_nonneg (by positivity) (hb x)) (sq_nonneg _)
  -- the flux is periodic and nondecreasing, so both parts of its derivative vanish
  have z := deriv_zero_of_periodic hL (flux_hasDerivAt had sW eW)
    (fun x => add_nonneg (n1 x) (n2 x))
    (fun x => by simp only [pW x, hap x, pdW x])
  have dW : ∀ x, deriv W x = 0 := by
    intro x
    have h : a x * deriv W x ^ 2 = 0 := by linarith [z x, n1 x, n2 x]
    exact pow_eq_zero_iff two_ne_zero |>.1 ((mul_eq_zero.1 h).resolve_left (ha x).ne')
  have w0 : W x₀ = 0 := by
    have h : 4 * π * b x₀ * W x₀ ^ 2 = 0 := by linarith [z x₀, n1 x₀, n2 x₀]
    have hne : 4 * π * b x₀ ≠ 0 := by positivity
    exact pow_eq_zero_iff two_ne_zero |>.1 ((mul_eq_zero.1 h).resolve_left hne)
  funext x
  have h := is_const_of_deriv_eq_zero (sW.differentiable (by norm_num)) dW x x₀
  rw [w0, hW] at h
  exact sub_eq_zero.1 h
```

If $b$ is zero everywhere, the equation contains $V$ only through $V'$. For any constant $c$,

$$-\big(a\,(V+c)'\big)' = -(aV')' = -r'',$$

so $V+c$ is a solution whenever $V$ is. In a cell without states at the Fermi level, the equation doesn't fix the mean value of $V$.

```lean
/-- If `b` vanishes everywhere, a preconditioned form of a residual plus any constant is again a
preconditioned form of that residual. -/
theorem vacuum_shift {a r V : ℝ → ℝ} {L : ℝ} (c : ℝ)
    (h : IsPreconditioned a (fun _ => 0) r L V) :
    IsPreconditioned a (fun _ => 0) r L (fun x => V x + c) := by
  refine ⟨h.smooth.add contDiff_const, fun x => by simp only [h.periodic x], fun x => ?_⟩
  have e := h.equation x
  simp only [ellipticOp, deriv_add_const, mul_zero, zero_mul] at e ⊢
  exact e
```

## A wave in a uniform medium

For $r=A\cos(qx+\varphi)$, differentiating twice gives

$$r'=-Aq\sin(qx+\varphi), \qquad r''=-Aq^2\cos(qx+\varphi)=-q^2 r ,$$

so the source of the equation is $-r''=q^2 r$.

```lean
/-- The second derivative of a wave is `-q²` times the wave. -/
lemma wave_deriv2 (A q φ x : ℝ) :
    deriv (deriv (wave A q φ)) x = -q ^ 2 * wave A q φ x := by
  have h : ∀ y, HasDerivAt (fun z => q * z + φ) q y := fun y =>
    (((hasDerivAt_id' y).const_mul q).add_const φ).congr_deriv (mul_one q)
  have h1 : deriv (wave A q φ) = fun y => A * (-Real.sin (q * y + φ) * q) :=
    funext fun y => ((h y).cos.const_mul A).deriv
  have h2 : HasDerivAt (fun y => A * (-Real.sin (q * y + φ) * q))
      (A * (-(Real.cos (q * x + φ) * q) * q)) x :=
    (((h x).sin.fun_neg).mul_const q).const_mul A
  rw [h1, h2.deriv, wave]
  ring
```

If $a$ and $b$ are constants, $a$ can be taken out of the derivative, and the operator becomes $-aV''+4\pi bV$.

```lean
/-- For constant coefficients the elliptic operator is `-a V'' + 4π b V`. -/
lemma ellipticOp_const (a b : ℝ) (V : ℝ → ℝ) (x : ℝ) :
    ellipticOp (fun _ => a) (fun _ => b) V x
      = -a * deriv (deriv V) x + 4 * π * b * V x := by
  simp only [ellipticOp, deriv_const_mul_field]
  ring
```

Try a multiple of the residual, $V=g\,r$. Then

$$-aV''+4\pi bV = g\,(aq^2+4\pi b)\,r ,$$

and this equals the source $q^2 r$ if

$$g=\frac{q^2}{aq^2+4\pi b}.$$

The denominator is positive for $a,b,q>0$. The wave has period $2\pi/q$, because $q(x+2\pi/q)+\varphi=qx+\varphi+2\pi$. By the uniqueness theorem, with $x_0=0$, there is no other solution of this period. The theorems below take this one wavelength as the period. In a cell that holds $n$ whole wavelengths, the result is the same: the damped wave also has the period $L=2\pi n/q$, and the uniqueness theorem applies with this $L$.

The theorem is stated as an equivalence. From right to left, it says that the damped wave is a solution, which the proof establishes as `sol`. From left to right, it says that every solution is this wave, which comes from `preconditioned_unique`.

```lean
/-- With constant `a, b > 0`, the only preconditioned form of period `2π/q` of a residual wave of
wave number `q > 0` is the same wave multiplied by `q² / (a q² + 4π b)`. -/
theorem preconditioned_wave_iff {a b q : ℝ} (ha : 0 < a) (hb : 0 < b) (hq : 0 < q)
    (A φ : ℝ) (V : ℝ → ℝ) :
    IsPreconditioned (fun _ => a) (fun _ => b) (wave A q φ) (2 * π / q) V ↔
      V = fun x => q ^ 2 / (a * q ^ 2 + 4 * π * b) * wave A q φ x := by
  have hne : a * q ^ 2 + 4 * π * b ≠ 0 := by positivity
  obtain ⟨g, hgd⟩ : ∃ g, g = q ^ 2 / (a * q ^ 2 + 4 * π * b) := ⟨_, rfl⟩
  have hg : g * (a * q ^ 2 + 4 * π * b) = q ^ 2 := by
    rw [hgd]
    exact div_mul_cancel₀ _ hne
  rw [← hgd]
  have e : (fun x => g * wave A q φ x) = wave (g * A) q φ := by
    funext x
    simp only [wave]
    ring
  rw [e]
  -- the damped wave is a solution
  have sol : IsPreconditioned (fun _ => a) (fun _ => b) (wave A q φ) (2 * π / q)
      (wave (g * A) q φ) := by
    refine ⟨?_, fun x => ?_, fun x => ?_⟩
    · exact contDiff_const.mul (Real.contDiff_cos.comp
        ((contDiff_const.mul contDiff_id).add contDiff_const))
    · have h1 : q * (2 * π / q) = 2 * π := by field_simp
      have h2 : q * (x + 2 * π / q) + φ = q * x + φ + 2 * π := by
        linear_combination h1
      simp only [wave]
      rw [h2, Real.cos_add_two_pi]
    · rw [ellipticOp_const, wave_deriv2, wave_deriv2]
      simp only [wave]
      linear_combination (A * Real.cos (q * x + φ)) * hg
  constructor
  · intro h
    exact preconditioned_unique (x₀ := 0) (by positivity) (differentiable_const a)
      (fun _ => rfl) (fun _ => ha) (fun _ => hb.le) hb h sol
  · intro h
    rw [h]
    exact sol
```

Setting $A=1$ and $\varphi=0$ turns the source into $q^2\cos(qx)$. The equation

$$-aV''+4\pi bV=q^2\cos(qx)$$

then has exactly one $C^2$ solution of period $2\pi/q$:

$$V(x)=\frac{q^2\cos(qx)}{aq^2+4\pi b}.$$

The next theorem states this directly, with smoothness, periodicity and the differential equation written out. Its proof translates these conditions into `IsPreconditioned` and back.

```lean
/-- For `a, b, q > 0`, the equation `-a V'' + 4π b V = q² cos(qx)` has exactly one twice
continuously differentiable solution of period `2π/q`, namely
`V = q² cos(qx) / (a q² + 4π b)`. -/
theorem cosine_solution_iff {a b q : ℝ} (ha : 0 < a) (hb : 0 < b) (hq : 0 < q)
    (V : ℝ → ℝ) :
    (ContDiff ℝ 2 V ∧ Function.Periodic V (2 * π / q) ∧
      ∀ x, -a * deriv (deriv V) x + 4 * π * b * V x = q ^ 2 * Real.cos (q * x)) ↔
      V = fun x => q ^ 2 * Real.cos (q * x) / (a * q ^ 2 + 4 * π * b) := by
  have key := preconditioned_wave_iff ha hb hq 1 0 V
  have e : (fun x => q ^ 2 / (a * q ^ 2 + 4 * π * b) * wave 1 q 0 x)
      = fun x => q ^ 2 * Real.cos (q * x) / (a * q ^ 2 + 4 * π * b) := by
    funext x
    simp only [wave, one_mul, add_zero]
    ring
  rw [e] at key
  rw [← key]
  constructor
  · rintro ⟨h1, h2, h3⟩
    refine ⟨h1, h2, fun x => ?_⟩
    rw [ellipticOp_const, wave_deriv2, h3]
    simp [wave]
  · intro s
    refine ⟨s.smooth, s.periodic, fun x => ?_⟩
    rw [← ellipticOp_const, s.equation, wave_deriv2]
    simp [wave]
```

## The Kerker factor

Kerker damping is the case $a=1$, $4\pi b=k^2$. The first condition means that there is no dielectric response beyond that of the metallic electrons. The second is the Thomas–Fermi relation between the density of states and the inverse screening length $k$. In Lean, it appears as the constant coefficient `k ^ 2 / (4 * π)`. The denominator becomes $q^2+k^2$, and

$$V=\frac{q^2}{q^2+k^2}\,r .$$

```lean
/-- Kerker damping: for `k, q > 0`, `a = 1` and `4π b = k²`, the only preconditioned form of period
`2π/q` of a residual wave of wave number `q` is the wave multiplied by `q² / (q² + k²)`. -/
theorem kerker_damping {k q : ℝ} (hk : 0 < k) (hq : 0 < q) (A φ : ℝ) (V : ℝ → ℝ) :
    IsPreconditioned (fun _ => 1) (fun _ => k ^ 2 / (4 * π)) (wave A q φ) (2 * π / q) V ↔
      V = fun x => q ^ 2 / (q ^ 2 + k ^ 2) * wave A q φ x := by
  have hb : 0 < k ^ 2 / (4 * π) := by positivity
  have h := preconditioned_wave_iff (a := 1) one_pos hb hq A φ V
  have e1 : 4 * π * (k ^ 2 / (4 * π)) = k ^ 2 := by field_simp
  have e2 : 1 * q ^ 2 + 4 * π * (k ^ 2 / (4 * π)) = q ^ 2 + k ^ 2 := by
    linear_combination e1
  rwa [e2] at h

end

end EllipticPreconditioner
```

For long waves, $q\ll k$, the factor is close to $q^2/k^2$, which is small, so the component that drives charge sloshing is strongly damped. For short waves, $q\gg k$, it approaches 1, and the residual passes nearly unchanged.

For simulation practice, this means that the elliptic preconditioner with $a=1$ and $4\pi b=k^2$ agrees with Kerker preconditioning on a single residual wave in a uniform one-dimensional medium; whether the self-consistent iteration then converges is a separate question, which also depends on the response of the system and on the mixing scheme.

```lean
#print axioms EllipticPreconditioner.vacuum_shift
-- 'EllipticPreconditioner.vacuum_shift' depends on axioms: [propext, Classical.choice, Quot.sound]
#print axioms EllipticPreconditioner.preconditioned_wave_iff
-- 'EllipticPreconditioner.preconditioned_wave_iff' depends on axioms: [propext, Classical.choice, Quot.sound]
#print axioms EllipticPreconditioner.cosine_solution_iff
-- 'EllipticPreconditioner.cosine_solution_iff' depends on axioms: [propext, Classical.choice, Quot.sound]
#print axioms EllipticPreconditioner.kerker_damping
-- 'EllipticPreconditioner.kerker_damping' depends on axioms: [propext, Classical.choice, Quot.sound]
```
